# Exact error law and convergence of the surface recursion g ↦ 1/(z − t²g) for Im z > 0 and Im g₀ ≤ 0

## Does the error ratio of the surface recursion shrink exactly like l^(2n)?

My claim is this. Take a hopping t > 0, a complex number l with 0 < |l| < 1, and an energy z = t(l + 1/l) with Im z > 0. Start from any g₀ with Im g₀ ≤ 0 and iterate

    gₙ₊₁ = 1/(z − t² gₙ).

Then the ratio (t gₙ − l)/(t gₙ − 1/l) equals l^(2n) times its initial value, and gₙ tends to l/t. I use this recursion for the end-site Green's function of a tight-binding chain that grows by one site per step. Can the claim be made rigorous, including that no denominator vanishes, and machine-checked?

## The error ratio gains a factor l² in every step

Yes. Under those hypotheses the ratio is exactly l^(2n) times its initial value, while the error gₙ − l/t itself is l^(2n) times a factor that converges as n grows. Define the error ratio

    w(g) = (t g − l)/(t g − 1/l),   w₀ = w(g₀).

The recursion is the Dyson equation for attaching one site of on-site energy zero, through the hopping t, to a chain whose end-site Green's function is g; the attached chain acts as the self-energy t²g. The number l is the decay factor: the amplitudes ψⱼ = l^j on sites j solve t(ψⱼ₋₁ + ψⱼ₊₁) = z ψⱼ precisely when z = t(l + 1/l), and |l| < 1 selects the solution that decays into the chain. The conditions Im z > 0 and Im g₀ ≤ 0 are the sign convention of a retarded Green's function.

First, the signs. From 1/l = l̄/|l|², with l̄ the complex conjugate, one has Im l = −|l|² Im(1/l), so

    Im z = t Im(1/l) (1 − |l|²).

Hence Im(1/l) > 0, and for Im g ≤ 0 the imaginary part of t g − 1/l is t Im g − Im(1/l) < 0, so w(g) is well defined.

Second, a step preserves the lower half-plane. Put D = z − t²g and g′ = 1/D. Then Im D = Im z − t² Im g > 0, so D ≠ 0 and Im g′ = −Im D/|D|² < 0.

Third, insert 1 = D g′ and use l z = t + t l² and z/l = t + t/l²:

    t g′ − l = g′(t − l z + l t² g) = l t g′ (t g − l),
    t g′ − 1/l = g′(t − z/l + t² g/l) = (t g′/l)(t g − 1/l).

The quotient of the two lines is w(g′) = l² w(g), and induction gives

    w(gₙ) = l^(2n) w₀.

Fourth, recover g from w = w(g). Subtracting numerator from denominator gives (1 − w)(t g − 1/l) = l − 1/l. The right side is nonzero, since l = 1/l would force |l| = 1. So w ≠ 1 and t g − l = w(l − 1/l)/(1 − w), which at step n reads

    gₙ − l/t = l^(2n) w₀ (l − 1/l) / (t (1 − l^(2n) w₀)).

Finally l^(2n) → 0, so gₙ → l/t and

    (gₙ − l/t)/l^(2n) → w₀ (l − 1/l)/t.

In transport calculations for a non-interacting, uniform one-dimensional lead with one orbital per site, on-site energy zero and nearest-neighbour hopping t, coupled to the device through the same hopping t, the lead self-energy is t² times the end-site Green's function l/t of the semi-infinite chain, that is t l; for Im z > 0 the closed form for gₙ − l/t, multiplied by t², gives the error of its site-by-site construction after n steps.

## The chain with t = 1, l = −i/2, z = 3i/2

Here 1/l = 2i, l² = −1/4 and l − 1/l = −5i/2. Starting from g₀ = 0 gives w₀ = l² = −1/4, and

    g₁ = −2i/3,   w(g₁) = (−1/6)/(−8/3) = 1/16,
    g₂ = −6i/13,   w(g₂) = (1/26)/(−32/13) = −1/64.

Each ratio is −1/4 times the previous one. The closed form at n = 2 gives (−1/64)(−5i/2)/(65/64) = i/26, which equals g₂ + i/2. The errors divided by l^(2n) are i/2, 2i/3 and 8i/13 ≈ 0.615i for n = 0, 1, 2, against the limit 5i/8.

## Hypotheses and theorems in Lean

`IsDecayFactor t z l` collects four conditions on a real t and complex z, l: `hop_pos`, `im_pos`, `norm_lt`, and `dispersion`, which is the relation multiplied out as l z = t(1 + l²). In this form l = 0 would give t = 0, so l ≠ 0 is derived and not assumed. `isDecayFactor_witness` verifies the four conditions for the values used above. `surfaceIter t z g₀ n` is gₙ, with n = 0 the starting value, and `errorRatio t l g` is w(g).

For every n, `error_law` states that Im gₙ ≤ 0, that z − t²gₙ and t gₙ − 1/l are nonzero, and that w(gₙ) = l^(2n) w₀. `error_closed_form` states 1 − l^(2n) w₀ ≠ 0 together with the formula for gₙ − l/t. `surface_convergence` states the two limits as n → ∞.

The theorems concern the scalar recursion alone. The decay factor l is given together with z; its existence for each z in the upper half-plane is not proved. No Hamiltonian appears, so reading gₙ for g₀ = 0 as the end-site resolvent element of an n-site chain, and l/t as that of the semi-infinite chain, is physical interpretation that the theorems leave open. Real energies and matrix-valued leads with several orbitals are not covered.

```lean
import Mathlib

open Filter Topology Complex

namespace SurfaceIteration

noncomputable section

/-- Hopping `t > 0`, energy `z` in the upper half-plane and a decay factor `l` with `|l| < 1`,
tied by `z = t (l + 1/l)` written in the form `l z = t (1 + l²)`. -/
structure IsDecayFactor (t : ℝ) (z l : ℂ) : Prop where
  hop_pos : 0 < t
  im_pos : 0 < z.im
  norm_lt : ‖l‖ < 1
  dispersion : l * z = t * (1 + l ^ 2)

/-- One step of the surface recursion, `g ↦ 1 / (z - t² g)`. -/
def surfaceStep (t : ℝ) (z g : ℂ) : ℂ := (z - (t : ℂ) ^ 2 * g)⁻¹

/-- The iterate `g_n` of the surface recursion after `n` steps from the starting value `g₀`. -/
def surfaceIter (t : ℝ) (z g₀ : ℂ) : ℕ → ℂ
  | 0 => g₀
  | n + 1 => surfaceStep t z (surfaceIter t z g₀ n)

/-- The error ratio `w(g) = (t g - l) / (t g - 1/l)`. -/
def errorRatio (t : ℝ) (l g : ℂ) : ℂ := (t * g - l) / (t * g - l⁻¹)

variable {t : ℝ} {z l g g₀ : ℂ}

/-- The values `t = 1`, `z = 3i/2`, `l = -i/2` meet all conditions on a decay factor. -/
theorem isDecayFactor_witness : IsDecayFactor 1 (3 * I / 2) (-I / 2) := by
  refine ⟨one_pos, by norm_num, by norm_num, ?_⟩
  push_cast
  linear_combination (-1 : ℂ) * Complex.I_sq

/-- A decay factor is nonzero, `z = t (l + 1/l)`, and `1/l` lies in the upper half-plane. -/
theorem decayFactor_inv (h : IsDecayFactor t z l) :
    l ≠ 0 ∧ z = t * (l + l⁻¹) ∧ 0 < (l⁻¹).im := by
  obtain ⟨ht, hy, hl, hz⟩ := h
  have hl0 : l ≠ 0 := by
    intro h0
    have h1 : (t : ℂ) = 0 := by
      rw [h0] at hz
      linear_combination -hz
    exact ht.ne' (by exact_mod_cast h1)
  have hi : l * l⁻¹ = 1 := mul_inv_cancel₀ hl0
  have hz' : z = t * (l + l⁻¹) := by
    linear_combination l⁻¹ * hz + (t * l - z) * hi
  refine ⟨hl0, hz', ?_⟩
  have hN : normSq l ≠ 0 := (normSq_pos.2 hl0).ne'
  have hN1 : normSq l < 1 := by
    rw [Complex.normSq_eq_norm_sq]
    nlinarith [norm_nonneg l]
  -- Im z = t Im(1/l) (1 - |l|²)
  have h1 : l.im = -((l⁻¹).im * normSq l) := by
    rw [Complex.inv_im]
    field_simp
  have h2 : z.im = t * (l.im + (l⁻¹).im) := by
    rw [hz']
    simp only [mul_im, ofReal_re, ofReal_im, add_im, zero_mul, add_zero]
  rw [h1] at h2
  by_contra hm
  have h3 := mul_nonneg ht.le
    (mul_nonneg (neg_nonneg.2 (not_lt.1 hm)) (sub_nonneg.2 hN1.le))
  nlinarith

/-- For `Im z > 0` and `Im g ≤ 0` the denominator of a step is nonzero and the new value has
negative imaginary part. -/
theorem surfaceStep_im (hy : 0 < z.im) (hg : g.im ≤ 0) :
    z - (t : ℂ) ^ 2 * g ≠ 0 ∧ (surfaceStep t z g).im < 0 := by
  have h1 : (z - (t : ℂ) ^ 2 * g).im = z.im - t ^ 2 * g.im := by simp [pow_two]
  have h2 : 0 < (z - (t : ℂ) ^ 2 * g).im := by
    rw [h1]
    nlinarith [mul_nonneg (sq_nonneg t) (neg_nonneg.2 hg)]
  have hD : z - (t : ℂ) ^ 2 * g ≠ 0 := by
    intro h0
    rw [h0] at h2
    simp at h2
  refine ⟨hD, ?_⟩
  rw [surfaceStep, Complex.inv_im]
  exact div_neg_of_neg_of_pos (by linarith) (normSq_pos.2 hD)

/-- The denominator `t g - 1/l` of the error ratio is nonzero when `Im g ≤ 0`. -/
theorem errorRatio_denom_ne (h : IsDecayFactor t z l) (hg : g.im ≤ 0) :
    t * g - l⁻¹ ≠ 0 := by
  intro h0
  have h1 := congrArg Complex.im h0
  simp only [sub_im, mul_im, ofReal_re, ofReal_im, zero_mul, add_zero, zero_im] at h1
  have h2 := (decayFactor_inv h).2.2
  nlinarith [mul_nonneg h.hop_pos.le (neg_nonneg.2 hg)]

/-- One step from a value with `Im g ≤ 0` multiplies the error ratio by `l²`. -/
theorem errorRatio_step (h : IsDecayFactor t z l) (hg : g.im ≤ 0) :
    errorRatio t l (surfaceStep t z g) = l ^ 2 * errorRatio t l g := by
  obtain ⟨hl0, hz', -⟩ := decayFactor_inv h
  obtain ⟨hD, him⟩ := surfaceStep_im (t := t) h.im_pos hg
  have hi : l * l⁻¹ = 1 := mul_inv_cancel₀ hl0
  have hd : (z - (t : ℂ) ^ 2 * g) * surfaceStep t z g = 1 := mul_inv_cancel₀ hD
  have hq : errorRatio t l g * (t * g - l⁻¹) = t * g - l :=
    div_mul_cancel₀ _ (errorRatio_denom_ne h hg)
  -- numerator and denominator each pick up a simple factor
  have A : t * surfaceStep t z g - l = l * t * surfaceStep t z g * (t * g - l) := by
    linear_combination l * hd - surfaceStep t z g * h.dispersion
  have B : t * surfaceStep t z g - l⁻¹ = l⁻¹ * t * surfaceStep t z g * (t * g - l⁻¹) := by
    linear_combination l⁻¹ * hd - l⁻¹ * surfaceStep t z g * hz' - t * surfaceStep t z g * hi
  have C : t * surfaceStep t z g - l
      = l ^ 2 * errorRatio t l g * (t * surfaceStep t z g - l⁻¹) := by
    linear_combination A - l ^ 2 * errorRatio t l g * B
      - l ^ 2 * l⁻¹ * t * surfaceStep t z g * hq
      - l * t * surfaceStep t z g * (t * g - l) * hi
  exact (div_eq_iff (errorRatio_denom_ne h him.le)).2 C

/-- Exact error law: from a start with `Im g₀ ≤ 0` every iterate has `Im g_n ≤ 0`, the
denominators `z - t² g_n` and `t g_n - 1/l` are nonzero, and `w(g_n) = l^(2n) w(g₀)`. -/
theorem error_law (h : IsDecayFactor t z l) (hg : g₀.im ≤ 0) (n : ℕ) :
    (surfaceIter t z g₀ n).im ≤ 0 ∧ z - (t : ℂ) ^ 2 * surfaceIter t z g₀ n ≠ 0 ∧
      t * surfaceIter t z g₀ n - l⁻¹ ≠ 0 ∧
      errorRatio t l (surfaceIter t z g₀ n) = l ^ (2 * n) * errorRatio t l g₀ := by
  have him : ∀ k, (surfaceIter t z g₀ k).im ≤ 0 := by
    intro k
    induction k with
    | zero => exact hg
    | succ k ih => exact (surfaceStep_im h.im_pos ih).2.le
  refine ⟨him n, (surfaceStep_im h.im_pos (him n)).1, errorRatio_denom_ne h (him n), ?_⟩
  induction n with
  | zero => simp [surfaceIter]
  | succ n ih =>
    rw [surfaceIter, errorRatio_step h (him n), ih]
    ring

/-- For `Im g ≤ 0` the ratio `w = w(g)` differs from one and fixes the deviation from `l/t`:
`g - l/t = w (l - 1/l) / (t (1 - w))`. -/
theorem error_of_ratio (h : IsDecayFactor t z l) (hg : g.im ≤ 0) :
    1 - errorRatio t l g ≠ 0 ∧
      g - l / t = errorRatio t l g * (l - l⁻¹) / (t * (1 - errorRatio t l g)) := by
  have hi : l * l⁻¹ = 1 := mul_inv_cancel₀ (decayFactor_inv h).1
  have ht : (t : ℂ) ≠ 0 := by exact_mod_cast h.hop_pos.ne'
  have hq : errorRatio t l g * (t * g - l⁻¹) = t * g - l :=
    div_mul_cancel₀ _ (errorRatio_denom_ne h hg)
  -- l ≠ 1/l because |l| < 1
  have hlm : l - l⁻¹ ≠ 0 := by
    intro h0
    have h1 : l * l = 1 := by linear_combination hi + l * h0
    have h2 := congrArg norm h1
    rw [norm_mul, norm_one] at h2
    nlinarith [h.norm_lt, mul_nonneg (norm_nonneg l) (sub_nonneg.2 h.norm_lt.le)]
  have h1 : 1 - errorRatio t l g ≠ 0 := by
    intro h0
    apply hlm
    linear_combination (t * g - l⁻¹) * h0 + hq
  have hlt : l / t * t = l := div_mul_cancel₀ _ ht
  refine ⟨h1, ?_⟩
  rw [eq_div_iff (mul_ne_zero ht h1)]
  linear_combination -hq - (1 - errorRatio t l g) * hlt

/-- Closed form of the error after `n` steps, with `w₀ = w(g₀)`:
`g_n - l/t = l^(2n) w₀ (l - 1/l) / (t (1 - l^(2n) w₀))`, where `1 - l^(2n) w₀ ≠ 0`. -/
theorem error_closed_form (h : IsDecayFactor t z l) (hg : g₀.im ≤ 0) (n : ℕ) :
    1 - l ^ (2 * n) * errorRatio t l g₀ ≠ 0 ∧
      surfaceIter t z g₀ n - l / t = l ^ (2 * n) *
        (errorRatio t l g₀ * (l - l⁻¹) / (t * (1 - l ^ (2 * n) * errorRatio t l g₀))) := by
  obtain ⟨him, -, -, hw⟩ := error_law h hg n
  obtain ⟨h1, h2⟩ := error_of_ratio h him
  rw [hw] at h1 h2
  refine ⟨h1, ?_⟩
  rw [h2, mul_assoc, mul_div_assoc]

/-- From any start with `Im g₀ ≤ 0` the iterates tend to `l/t`, and the error divided by
`l^(2n)` tends to `w(g₀) (l - 1/l) / t`. -/
theorem surface_convergence (h : IsDecayFactor t z l) (hg : g₀.im ≤ 0) :
    Tendsto (surfaceIter t z g₀) atTop (𝓝 (l / t)) ∧
      Tendsto (fun n => (surfaceIter t z g₀ n - l / t) / l ^ (2 * n)) atTop
        (𝓝 (errorRatio t l g₀ * (l - l⁻¹) / t)) := by
  have ht : (t : ℂ) ≠ 0 := by exact_mod_cast h.hop_pos.ne'
  have hl0 := (decayFactor_inv h).1
  have hp : Tendsto (fun n : ℕ => l ^ (2 * n)) atTop (𝓝 0) := by
    simp only [pow_mul]
    refine tendsto_pow_atTop_nhds_zero_of_norm_lt_one ?_
    rw [norm_pow]
    nlinarith [norm_nonneg l, h.norm_lt]
  -- the prefactor of l^(2n) in the closed form converges
  have hc := (tendsto_const_nhds (x := errorRatio t l g₀ * (l - l⁻¹))).div
    (((hp.mul_const (errorRatio t l g₀)).const_sub 1).const_mul (t : ℂ)) (by simpa using ht)
  simp only [zero_mul, sub_zero, mul_one] at hc
  have hc' : Tendsto (fun n : ℕ => errorRatio t l g₀ * (l - l⁻¹) /
      (t * (1 - l ^ (2 * n) * errorRatio t l g₀))) atTop
      (𝓝 (errorRatio t l g₀ * (l - l⁻¹) / t)) := hc
  constructor
  · have h1 := (hp.mul hc').const_add (l / t)
    simp only [zero_mul, add_zero] at h1
    refine h1.congr fun n => ?_
    exact (eq_add_of_sub_eq' (error_closed_form h hg n).2).symm
  · have e : ∀ n : ℕ, (surfaceIter t z g₀ n - l / t) / l ^ (2 * n) =
        errorRatio t l g₀ * (l - l⁻¹) / (t * (1 - l ^ (2 * n) * errorRatio t l g₀)) := by
      intro n
      rw [(error_closed_form h hg n).2, mul_div_cancel_left₀ _ (pow_ne_zero _ hl0)]
    exact hc'.congr fun n => (e n).symm

end

end SurfaceIteration
```

```lean
#print axioms SurfaceIteration.error_law
#print axioms SurfaceIteration.surface_convergence
```

```
'SurfaceIteration.error_law' depends on axioms: [propext, Classical.choice, Quot.sound]
'SurfaceIteration.surface_convergence' depends on axioms: [propext, Classical.choice, Quot.sound]
```

## From the five steps to the lemmas

`decayFactor_inv` is the first step: `h1` and `h2` combine to the formula for Im z, and the assumption Im(1/l) ≤ 0 is refuted by `nlinarith` from the sign of the product in `h3`. `errorRatio_denom_ne` takes the imaginary part of t g − 1/l = 0 and reaches a contradiction. `surfaceStep_im` is the second step and needs neither l nor the sign of t.

`errorRatio_step` is the third step, with `A` and `B` the two factorisations. Lean does not cancel t g′. It proves the cross-multiplied identity `C` and divides once, by t g′ − 1/l, which is nonzero because Im g′ < 0. `error_law` runs two inductions, one for the sign of Im gₙ and one for the power of l.

`error_of_ratio` is the fourth step for a single g, and `error_closed_form` substitutes w(gₙ) = l^(2n) w₀ into it. In `surface_convergence`, `hp` is l^(2n) → 0, obtained by writing the power as (l²)ⁿ with |l²| < 1, and `hc'` is the limit of the prefactor of l^(2n), whose denominator tends to t ≠ 0. The first limit is `hp` times `hc'` plus l/t; the second is `hc'` after cancelling l^(2n) ≠ 0.

## Inverses as polynomial constraints in `linear_combination`

The algebra rests on `linear_combination`. Given a goal a = b and equations pₖ = qₖ with coefficients cₖ, it checks by `ring` normalisation that

    a − b − Σₖ cₖ (pₖ − qₖ) = 0.

Since Lean sets 0⁻¹ = 0, the rule x · x⁻¹ = 1 is not an identity that `ring` may apply to a variable. Each inverse therefore enters through its defining equation, proved from a nonvanishing result: `hi` says l · (1/l) = 1, `hd` says D g′ = 1, and `hq` says w(g)(t g − 1/l) = t g − l. For `A` the coefficients are l on `hd` and −g′ on `h.dispersion`:

    l (D g′ − 1) − g′ (l z − t − t l²) = t g′ − l − l t g′ (t g − l).

The terms l z g′ cancel, and the right side is the difference of the two sides of `A`. This is the same substitution as in the third step, where 1 = D g′ was inserted and l z replaced.
